# The leading error of the small-angle approximation sin y ≈ y is y³/6

When the sine of a small angle is replaced by the angle itself, the leading error is one sixth of the angle cubed. The theorem `sin_cubic` states this as a limit: for real y tending to zero from above, (y − sin y)/y³ tends to 1/6. No physical model enters, and only positive y are considered. The attempt squeezes the quotient between 1/6 − y and 1/6 + y, which both tend to 1/6, and seeks the two inequalities for 0 < y < 1 from the remainder bound `Real.sin_bound`.

As first written in Lean, the proof fails:

```lean
import Mathlib

open Filter Topology

namespace SinCubic

noncomputable section

/-- The leading deviation of the sine from its argument:
`(y - sin y) / y^3` tends to `1/6` as `y` tends to zero from above. -/
theorem sin_cubic : Tendsto (fun y : ℝ => (y - Real.sin y) / y ^ 3) (𝓝[>] 0) (𝓝 (1 / 6)) := by
  have lo : Tendsto (fun y : ℝ => 1 / 6 - y) (𝓝[>] 0) (𝓝 (1 / 6)) :=
    (Continuous.tendsto' (by fun_prop) _ _ (by norm_num)).mono_left nhdsWithin_le_nhds
  have hi : Tendsto (fun y : ℝ => 1 / 6 + y) (𝓝[>] 0) (𝓝 (1 / 6)) :=
    (Continuous.tendsto' (by fun_prop) _ _ (by norm_num)).mono_left nhdsWithin_le_nhds
  refine tendsto_of_tendsto_of_tendsto_of_le_of_le' lo hi ?_ ?_ <;>
  · filter_upwards [Ioo_mem_nhdsGT (zero_lt_one' ℝ)] with y hy
    have b := abs_le.1 (Real.sin_bound (by rw [abs_of_pos hy.1]; exact hy.2.le))
    rw [abs_of_pos hy.1] at b
    have p4 := pow_pos hy.1 4
    first
      | rw [le_div_iff₀ (pow_pos hy.1 3)]; nlinarith [b.1, b.2]
      | rw [div_le_iff₀ (pow_pos hy.1 3)]; nlinarith [b.1, b.2]

end

end SinCubic
```

The error:

```
Main.lean:23:12: error: Tactic `rewrite` failed: Did not find an occurrence of the pattern
  ?m.284 / y ^ 3 ≤ ?m.283
in the target expression
  1 / 6 - y ≤ (y - Real.sin y) / y ^ 3

lo : Tendsto (fun y => 1 / 6 - y) (𝓝[>] 0) (𝓝 (1 / 6))
hi : Tendsto (fun y => 1 / 6 + y) (𝓝[>] 0) (𝓝 (1 / 6))
y : ℝ
hy : y ∈ Set.Ioo 0 1
b : -(y ^ 5 / 100) ≤ Real.sin y - (y - y ^ 3 / 6) ∧ Real.sin y - (y - y ^ 3 / 6) ≤ y ^ 5 / 100
p4 : 0 < y ^ 4
⊢ 1 / 6 - y ≤ (y - Real.sin y) / y ^ 3
Main.lean:23:43: error: linarith failed to find a contradiction
lo : Tendsto (fun y => 1 / 6 - y) (𝓝[>] 0) (𝓝 (1 / 6))
hi : Tendsto (fun y => 1 / 6 + y) (𝓝[>] 0) (𝓝 (1 / 6))
y : ℝ
hy : y ∈ Set.Ioo 0 1
b : -(y ^ 5 / 100) ≤ Real.sin y - (y - y ^ 3 / 6) ∧ Real.sin y - (y - y ^ 3 / 6) ≤ y ^ 5 / 100
p4 : 0 < y ^ 4
a✝ : (1 / 6 + y) * y ^ 3 < y - Real.sin y
⊢ False
failed
```

Cause. The first message is indirect. For the lower bound, `le_div_iff₀` fits, but the `nlinarith` after it fails; `first` then tries `div_le_iff₀`, which expects the quotient on the left of `≤`, and that second error is the one reported. For the upper bound, `div_le_iff₀` does fit, and the second message shows `nlinarith` failing directly.

Both bounds lack the same step. `Real.sin_bound` leaves an error of `y ^ 5 / 100`, while the squeeze allows `y ^ 4`. Comparing them uses `y < 1`, which is present only inside `hy : y ∈ Set.Ioo 0 1`, where `nlinarith` does not pick it out.

The repair proves `p5 : y ^ 5 ≤ y ^ 4` by supplying the product of `y ^ 4` and `1 - y`, positive by `p4` and `hy.2`. With `p4` and `p5`, both inequalities follow linearly from the sine bound. Gathering them into `bound`, replacing `first` by two successive rewrites, and adding the comment are tidying.

The repair, with which the file compiles:

```diff
@@ -14,12 +14,16 @@
   have hi : Tendsto (fun y : ℝ => 1 / 6 + y) (𝓝[>] 0) (𝓝 (1 / 6)) :=
     (Continuous.tendsto' (by fun_prop) _ _ (by norm_num)).mono_left nhdsWithin_le_nhds
-  refine tendsto_of_tendsto_of_tendsto_of_le_of_le' lo hi ?_ ?_ <;>
-  · filter_upwards [Ioo_mem_nhdsGT (zero_lt_one' ℝ)] with y hy
+  -- the Taylor remainder of the sine squeezes the quotient
+  have bound : ∀ᶠ y : ℝ in 𝓝[>] 0, 1 / 6 - y ≤ (y - Real.sin y) / y ^ 3 ∧
+      (y - Real.sin y) / y ^ 3 ≤ 1 / 6 + y := by
+    filter_upwards [Ioo_mem_nhdsGT (zero_lt_one' ℝ)] with y hy
     have b := abs_le.1 (Real.sin_bound (by rw [abs_of_pos hy.1]; exact hy.2.le))
     rw [abs_of_pos hy.1] at b
     have p4 := pow_pos hy.1 4
-    first
-      | rw [le_div_iff₀ (pow_pos hy.1 3)]; nlinarith [b.1, b.2]
-      | rw [div_le_iff₀ (pow_pos hy.1 3)]; nlinarith [b.1, b.2]
+    have p5 : y ^ 5 ≤ y ^ 4 := by nlinarith [mul_pos p4 (sub_pos.2 hy.2)]
+    rw [le_div_iff₀ (pow_pos hy.1 3), div_le_iff₀ (pow_pos hy.1 3)]
+    constructor <;> nlinarith [b.1, b.2, p4, p5]
+  exact tendsto_of_tendsto_of_tendsto_of_le_of_le' lo hi
+    (bound.mono fun _ h => h.1) (bound.mono fun _ h => h.2)
 
 end
```
